# Jackson damping factors as sine autocorrelations, and a Chebyshev kernel that is nonnegative on $[-1,1]^2$

## Damping the moments of a density of states

In a kernel polynomial calculation of a density of states, the Hamiltonian is rescaled so that its levels lie in $[-1,1]$, and Chebyshev moments $\mu_n$ are computed for $n=0,\dots,N-1$. Before the series is summed, each moment is multiplied by a damping factor $g_n$. With the Jackson choice,

$$g_n=\frac{(N-n+1)\cos(qn)+\sin(qn)\cot q}{N+1},\qquad q=\frac{\pi}{N+1}.$$

For a finite set of levels with nonnegative weights and exact moments, the damped density of states is then nonnegative at every energy in the open interval $(-1,1)$. The sign is not evident from the formula, but it follows once the $g_n$ are recognised as autocorrelations of a sampled sine.

## The identity and the kernel

For $0\le n<N$, the first result is

$$\frac{2}{N+1}\sum_{j=1}^{N-n}\sin(qj)\,\sin(q(j+n))=g_n .$$

The second concerns the kernel

$$K_N(x,y)=g_0+2\sum_{n=1}^{N-1}g_n\,T_n(x)\,T_n(y),$$

where $T_n$ is the Chebyshev polynomial of the first kind, so that $T_n(\cos\alpha)=\cos(n\alpha)$. For $N\ge1$ and $x,y\in[-1,1]$, $K_N(x,y)\ge 0$.

In Lean, `angle N` is $q$, `factor N n` is $g_n$ in closed form, `cheb n x` is $T_n(x)$ and `kernel N x y` is $K_N(x,y)$. The range `Finset.Ico 1 N` means $1,\dots,N-1$, and `Finset.Icc 1 (N - n)` means $1,\dots,N-n$. The theorem `autocorrelation_eq_factor` assumes `n < N`, which already implies $N\ge1$.

A spectrum is a finite family of levels `E k` with real weights `w k`. The weights may be degeneracies, or the squared overlaps $|\langle k|\phi\rangle|^2$ that give a local density of states. Then `moment w E n` is $\mu_n=\sum_k w_kT_n(E_k)$, and `dampedDensity N w E x` is

$$\rho_N(x)=g_0\mu_0+2\sum_{n=1}^{N-1}g_n\mu_nT_n(x).$$

As a density in the rescaled energy, the expansion carries the further factor $1/(\pi\sqrt{1-x^2})$. The definitions leave it out; it is positive for $|x|<1$ and diverges at $x=\pm1$. The theorem `dampedDensity_nonneg` requires $w_k\ge0$ and $E_k\in[-1,1]$. The second condition stands for the rescaling of the Hamiltonian, and the first excludes negative weights, which can occur in off-diagonal spectral functions. Rounding errors in the moments are not modelled, and the theorems give no energy resolution, convergence rate or optimality for the Jackson kernel.

## Summing the sines

Take any $q$, any shift $n$ and any number of terms $M$. The product formulas for sines and cosines give

$$\begin{aligned}
4\sin q\,\sin(qj)\sin(q(j+n))
&=2\sin q\,\bigl[\cos(qn)-\cos(q(2j+n))\bigr]\\
&=2\sin q\cos(qn)-\sin(q(2j+n+1))+\sin(q(2j+n-1)).
\end{aligned}$$

The last two terms telescope when $j$ runs from $1$ to $M$:

$$4\sin q\sum_{j=1}^{M}\sin(qj)\sin(q(j+n))=2M\sin q\cos(qn)-\sin(q(2M+1+n))+\sin(q(1+n)).$$

Now set $q=\pi/(N+1)$ and $M=N-n$. Since $2M+1+n=2(N+1)-(1+n)$, the upper angle is $2\pi-q(1+n)$, and its sine is $-\sin(q(1+n))$. The right-hand side becomes

$$2(N-n)\sin q\cos(qn)+2\sin(q(1+n))
=2(N-n+1)\sin q\cos(qn)+2\cos q\sin(qn).$$

Because $N\ge1$, we have $0<q\le\pi/2$, so $\sin q\neq0$. Division by $2\sin q$ and then by $N+1$ gives $g_n$.

## From a squared modulus to a nonnegative density

For real amplitudes $a_1,\dots,a_N$ and a real angle $t$, collecting pairs of sites by their distance $n$ gives

$$\Bigl|\sum_{j=1}^{N}a_je^{ijt}\Bigr|^2=\sum_{j=1}^{N}a_j^2+2\sum_{n=1}^{N-1}\Bigl(\sum_{j=1}^{N-n}a_ja_{j+n}\Bigr)\cos(nt).$$

With $a_j=\sin(qj)$ and an overall factor $2/(N+1)$, the coefficients are the Jackson factors:

$$S(t):=g_0+2\sum_{n=1}^{N-1}g_n\cos(nt)=\frac{2}{N+1}\Bigl|\sum_{j=1}^{N}\sin(qj)\,e^{ijt}\Bigr|^2\ge0 .$$

Write $x=\cos\alpha$ and $y=\cos\beta$. Then

$$T_n(x)T_n(y)=\cos(n\alpha)\cos(n\beta)=\tfrac12\bigl[\cos(n(\alpha+\beta))+\cos(n(\alpha-\beta))\bigr],$$

and therefore $K_N(x,y)=\tfrac12[S(\alpha+\beta)+S(\alpha-\beta)]\ge0$.

For a spectrum, inserting the definition of the moments, with $T_0=1$, and exchanging the sums gives

$$\rho_N(x)=\sum_k w_k\,K_N(x,E_k)\ge0 .$$

Each level is replaced by a nonnegative profile.

Plain truncation, with every $g_n$ set to $1$, does not have this property in general. At the two ends of the rescaled interval, which the Lean file calls band edges, $T_n(1)T_n(-1)=(-1)^n$. With an even number $2(m+1)$ of moments, the sum over $n=1,\dots,2m+1$ has one more odd term than even terms and equals $-1$, so the undamped kernel is $1-2=-1$.

## The Lean file

```lean
import Mathlib

open Polynomial.Chebyshev

namespace JacksonDamping

noncomputable section

/-- The Jackson angle `q = π / (N + 1)` for an expansion with `N` moments. -/
def angle (N : ℕ) : ℝ := Real.pi / ((N : ℝ) + 1)

/-- The Jackson damping factor of order `n`, in the closed form used in the
kernel polynomial method. -/
def factor (N n : ℕ) : ℝ :=
  (((N : ℝ) - n + 1) * Real.cos (angle N * n)
    + Real.sin (angle N * n) * Real.cot (angle N)) / ((N : ℝ) + 1)

/-- The Chebyshev polynomial of the first kind of order `n` at the rescaled energy `x`. -/
def cheb (n : ℕ) (x : ℝ) : ℝ := (T ℝ (n : ℤ)).eval x

/-- The Jackson kernel at two rescaled energies, without the weight `1 / (π √(1 - x²))`. -/
def kernel (N : ℕ) (x y : ℝ) : ℝ :=
  factor N 0 + 2 * ∑ n ∈ Finset.Ico 1 N, factor N n * cheb n x * cheb n y

/-- The Chebyshev moment of order `n` of a discrete spectrum with levels `E k`
and weights `w k`. -/
def moment {ι : Type*} [Fintype ι] (w E : ι → ℝ) (n : ℕ) : ℝ :=
  ∑ k, w k * cheb n (E k)

/-- The Jackson-damped Chebyshev expansion of a spectral density,
without the weight `1 / (π √(1 - x²))`. -/
def dampedDensity {ι : Type*} [Fintype ι] (N : ℕ) (w E : ι → ℝ) (x : ℝ) : ℝ :=
  factor N 0 * moment w E 0
    + 2 * ∑ n ∈ Finset.Ico 1 N, factor N n * moment w E n * cheb n x

/-- A closed form for `4 sin q` times the autocorrelation sum of a sampled sine wave, with wave
number `q`, shift `n` and `M` terms in the sum. -/
theorem sine_autocorrelation (q : ℝ) (n M : ℕ) :
    4 * Real.sin q * ∑ j ∈ Finset.Icc 1 M, Real.sin (q * j) * Real.sin (q * (j + n))
      = 2 * M * Real.sin q * Real.cos (q * n)
        - Real.sin (q * (2 * M + 1 + n)) + Real.sin (q * (1 + n)) := by
  induction M with
  | zero => simp
  | succ M ih =>
    -- each new sample contributes a telescoping difference
    have step : 4 * Real.sin q * (Real.sin (q * (M + 1)) * Real.sin (q * (M + 1 + n)))
        = 2 * Real.sin q * Real.cos (q * n)
          - Real.sin (q * (2 * (M + 1) + 1 + n)) + Real.sin (q * (2 * M + 1 + n)) := by
      rw [show q * (n : ℝ) = q * (M + 1 + n) - q * (M + 1) by ring,
        show q * (2 * ((M : ℝ) + 1) + 1 + n) = (q * (M + 1 + n) + q * (M + 1)) + q by ring,
        show q * (2 * (M : ℝ) + 1 + n) = (q * (M + 1 + n) + q * (M + 1)) - q by ring,
        Real.cos_sub, Real.sin_add, Real.sin_sub, Real.cos_add]
      ring
    rw [Finset.sum_Icc_succ_top (Nat.le_add_left 1 M)]
    push_cast
    linear_combination ih + step

/-- The scaled autocorrelation of the sine amplitudes `sin (q j)`, `q = π / (N + 1)`,
is the closed-form Jackson damping factor. -/
theorem autocorrelation_eq_factor (N n : ℕ) (hn : n < N) :
    2 / ((N : ℝ) + 1) * ∑ j ∈ Finset.Icc 1 (N - n),
        Real.sin (angle N * j) * Real.sin (angle N * (j + n))
      = factor N n := by
  have hN : (1 : ℝ) ≤ N := by exact_mod_cast (show 1 ≤ N by omega)
  have hq : angle N * ((N : ℝ) + 1) = Real.pi := by
    unfold angle
    exact div_mul_cancel₀ _ (by positivity)
  have hpos : 0 < angle N := by
    unfold angle
    positivity
  have hs : Real.sin (angle N) ≠ 0 :=
    (Real.sin_pos_of_pos_of_lt_pi hpos (by nlinarith)).ne'
  -- the upper end of the telescoping sum is reflected at a full period
  have hrefl : Real.sin (angle N * (2 * ((N : ℝ) - n) + 1 + n))
      = -Real.sin (angle N * (1 + n)) := by
    rw [show angle N * (2 * ((N : ℝ) - n) + 1 + n)
      = 2 * Real.pi - angle N * (1 + n) by linear_combination 2 * hq, Real.sin_two_pi_sub]
  have hadd : Real.sin (angle N * (1 + n)) = Real.sin (angle N) * Real.cos (angle N * n)
      + Real.cos (angle N) * Real.sin (angle N * n) := by
    rw [mul_add, mul_one, Real.sin_add]
  have h := sine_autocorrelation (angle N) n (N - n)
  rw [Nat.cast_sub hn.le, hrefl, hadd] at h
  have hc : Real.sin (angle N) * (Real.cos (angle N) / Real.sin (angle N))
      = Real.cos (angle N) := mul_div_cancel₀ _ hs
  have key : 2 * ∑ j ∈ Finset.Icc 1 (N - n),
        Real.sin (angle N * j) * Real.sin (angle N * (j + n))
      = ((N : ℝ) - n + 1) * Real.cos (angle N * n)
        + Real.sin (angle N * n) * (Real.cos (angle N) / Real.sin (angle N)) := by
    apply mul_left_cancel₀ hs
    linear_combination h / 2 - Real.sin (angle N * n) * hc
  rw [factor, Real.cot_eq_cos_div_sin, ← key]
  ring

/-- The squared modulus of a finite Fourier sum with real amplitudes is a cosine series whose
coefficients are the autocorrelations of the amplitudes, doubled for `n ≥ 1`. -/
theorem fourier_intensity (a : ℕ → ℝ) (t : ℝ) (N : ℕ) :
    (∑ j ∈ Finset.Icc 1 N, a j * Real.cos (j * t)) ^ 2
        + (∑ j ∈ Finset.Icc 1 N, a j * Real.sin (j * t)) ^ 2
      = ∑ j ∈ Finset.Icc 1 N, a j ^ 2
        + 2 * ∑ n ∈ Finset.Icc 1 N,
            (∑ j ∈ Finset.Icc 1 (N - n), a j * a (j + n)) * Real.cos (n * t) := by
  induction N with
  | zero => simp
  | succ N ih =>
    -- pairs containing the new site, labelled by site or by distance
    have hr : ∑ j ∈ Finset.Icc 1 N, a j * a (N + 1) * Real.cos (((N : ℝ) + 1 - j) * t)
        = ∑ n ∈ Finset.Icc 1 N, a (N + 1 - n) * a (N + 1) * Real.cos (n * t) := by
      refine Finset.sum_nbij' (fun j => N + 1 - j) (fun j => N + 1 - j) ?_ ?_ ?_ ?_ ?_
      iterate 4
        · intro j hj
          simp only [Finset.mem_Icc] at *
          omega
      · intro j hj
        have hj' := Finset.mem_Icc.mp hj
        have e : N + 1 - (N + 1 - j) = j := by omega
        have c : ((N + 1 - j : ℕ) : ℝ) = (N : ℝ) + 1 - j := by
          rw [Nat.cast_sub (by omega), Nat.cast_add, Nat.cast_one]
        simp only [e, c]
    have hF : ∑ n ∈ Finset.Icc 1 (N + 1),
          (∑ j ∈ Finset.Icc 1 (N + 1 - n), a j * a (j + n)) * Real.cos (n * t)
        = ∑ n ∈ Finset.Icc 1 N,
            (∑ j ∈ Finset.Icc 1 (N - n), a j * a (j + n)) * Real.cos (n * t)
          + ∑ j ∈ Finset.Icc 1 N, a j * a (N + 1) * Real.cos (((N : ℝ) + 1 - j) * t) := by
      rw [Finset.sum_Icc_succ_top (Nat.le_add_left 1 N), Nat.sub_self,
        Finset.Icc_eq_empty (show ¬ (1 : ℕ) ≤ 0 by omega), Finset.sum_empty, zero_mul,
        add_zero, hr, ← Finset.sum_add_distrib]
      refine Finset.sum_congr rfl fun n hn => ?_
      have hn' := Finset.mem_Icc.mp hn
      rw [show N + 1 - n = (N - n) + 1 by omega,
        Finset.sum_Icc_succ_top (Nat.le_add_left 1 (N - n)),
        show N - n + 1 + n = N + 1 by omega]
      ring
    have hcross : ∑ j ∈ Finset.Icc 1 N, a j * a (N + 1) * Real.cos (((N : ℝ) + 1 - j) * t)
        = a (N + 1) * (Real.cos (((N : ℝ) + 1) * t) * ∑ j ∈ Finset.Icc 1 N, a j * Real.cos (j * t)
          + Real.sin (((N : ℝ) + 1) * t) * ∑ j ∈ Finset.Icc 1 N, a j * Real.sin (j * t)) := by
      rw [Finset.mul_sum, Finset.mul_sum, ← Finset.sum_add_distrib, Finset.mul_sum]
      refine Finset.sum_congr rfl fun j _ => ?_
      rw [sub_mul, Real.cos_sub]
      ring
    rw [hF, hcross]
    simp only [Finset.sum_Icc_succ_top (Nat.le_add_left 1 N)]
    push_cast
    linear_combination ih + a (N + 1) ^ 2 * Real.sin_sq_add_cos_sq (((N : ℝ) + 1) * t)

/-- The cosine series with closed-form Jackson factors is the scaled squared modulus of
the Fourier sum with amplitudes `sin (q j)`. -/
theorem cosine_series_eq_intensity (N : ℕ) (hN : 1 ≤ N) (t : ℝ) :
    factor N 0 + 2 * ∑ n ∈ Finset.Ico 1 N, factor N n * Real.cos (n * t)
      = 2 / ((N : ℝ) + 1) *
        ((∑ j ∈ Finset.Icc 1 N, Real.sin (angle N * j) * Real.cos (j * t)) ^ 2
          + (∑ j ∈ Finset.Icc 1 N, Real.sin (angle N * j) * Real.sin (j * t)) ^ 2) := by
  have h0 : factor N 0
      = 2 / ((N : ℝ) + 1) * ∑ j ∈ Finset.Icc 1 N, Real.sin (angle N * j) ^ 2 := by
    rw [← autocorrelation_eq_factor N 0 (by omega)]
    simp only [Nat.sub_zero, Nat.cast_zero, add_zero, pow_two]
  have hs : ∑ n ∈ Finset.Ico 1 N, factor N n * Real.cos (n * t)
      = 2 / ((N : ℝ) + 1) * ∑ n ∈ Finset.Icc 1 N, (∑ j ∈ Finset.Icc 1 (N - n),
          Real.sin (angle N * j) * Real.sin (angle N * ((j + n : ℕ) : ℝ)))
            * Real.cos (n * t) := by
    rw [Finset.mul_sum, ← Finset.sum_subset
      (show Finset.Ico 1 N ⊆ Finset.Icc 1 N from Finset.Ico_subset_Icc_self)]
    · refine Finset.sum_congr rfl fun n hn => ?_
      rw [← autocorrelation_eq_factor N n (Finset.mem_Ico.mp hn).2]
      push_cast
      ring
    · intro n hn hn'
      have e : n = N := by
        simp only [Finset.mem_Icc, Finset.mem_Ico] at hn hn'
        omega
      rw [e]
      simp
  have h := fourier_intensity (fun j : ℕ => Real.sin (angle N * j)) t N
  beta_reduce at h
  rw [h0, hs]
  linear_combination (-(2 / ((N : ℝ) + 1))) * h

/-- The Jackson kernel with the closed-form damping factors is nonnegative for all pairs
of rescaled energies in `[-1, 1]`. -/
theorem kernel_nonneg (N : ℕ) (hN : 1 ≤ N) {x y : ℝ}
    (hx : x ∈ Set.Icc (-1 : ℝ) 1) (hy : y ∈ Set.Icc (-1 : ℝ) 1) : 0 ≤ kernel N x y := by
  have hT : ∀ (n : ℕ) (z : ℝ), z ∈ Set.Icc (-1 : ℝ) 1 →
      cheb n z = Real.cos (n * Real.arccos z) := by
    intro n z hz
    have h := T_real_cos (Real.arccos z) (n : ℤ)
    rw [Real.cos_arccos hz.1 hz.2, Int.cast_natCast] at h
    exact h
  have pos : ∀ t : ℝ,
      0 ≤ factor N 0 + 2 * ∑ n ∈ Finset.Ico 1 N, factor N n * Real.cos (n * t) := by
    intro t
    rw [cosine_series_eq_intensity N hN t]
    positivity
  -- a product of cosines is the mean of cosines of the sum and difference angles
  have hsum : (∑ n ∈ Finset.Ico 1 N, factor N n * cheb n x * cheb n y) * 2
      = ∑ n ∈ Finset.Ico 1 N, factor N n * Real.cos (n * (Real.arccos x + Real.arccos y))
        + ∑ n ∈ Finset.Ico 1 N,
            factor N n * Real.cos (n * (Real.arccos x - Real.arccos y)) := by
    rw [Finset.sum_mul, ← Finset.sum_add_distrib]
    refine Finset.sum_congr rfl fun n _ => ?_
    rw [hT n x hx, hT n y hy, mul_add (n : ℝ), mul_sub (n : ℝ), Real.cos_add, Real.cos_sub]
    ring
  have h1 := pos (Real.arccos x + Real.arccos y)
  have h2 := pos (Real.arccos x - Real.arccos y)
  unfold kernel
  linarith

/-- The Jackson-damped expansion of a discrete spectrum in `[-1, 1]` with nonnegative
weights is nonnegative on `[-1, 1]`. -/
theorem dampedDensity_nonneg {ι : Type*} [Fintype ι] (N : ℕ) (hN : 1 ≤ N) (w E : ι → ℝ)
    (hw : ∀ k, 0 ≤ w k) (hE : ∀ k, E k ∈ Set.Icc (-1 : ℝ) 1) {x : ℝ}
    (hx : x ∈ Set.Icc (-1 : ℝ) 1) : 0 ≤ dampedDensity N w E x := by
  -- the expansion is the spectrum smeared with the kernel
  have e : dampedDensity N w E x = ∑ k, w k * kernel N x (E k) := by
    unfold dampedDensity moment kernel
    simp only [mul_add, Finset.sum_add_distrib, Finset.mul_sum, Finset.sum_mul]
    rw [Finset.sum_comm]
    congr 1
    · refine Finset.sum_congr rfl fun k _ => ?_
      simp [cheb, mul_comm]
    · refine Finset.sum_congr rfl fun k _ => Finset.sum_congr rfl fun n _ => ?_
      ring
  rw [e]
  exact Finset.sum_nonneg fun k _ => mul_nonneg (hw k) (kernel_nonneg N hN hx (hE k))

/-- Without damping, the kernel with an even number `2 (m + 1)` of moments takes the
value `-1` at opposite band edges. -/
theorem undamped_kernel_negative (m : ℕ) :
    1 + 2 * ∑ n ∈ Finset.Ico 1 (2 * (m + 1)), cheb n 1 * cheb n (-1) = -1 := by
  have hT : ∀ n : ℕ, cheb n 1 * cheb n (-1) = (-1 : ℝ) ^ n := by
    intro n
    have h1 := T_real_cos 0 (n : ℤ)
    have h2 := T_real_cos Real.pi (n : ℤ)
    rw [Real.cos_zero, mul_zero, Real.cos_zero] at h1
    rw [Real.cos_pi, Int.cast_natCast, Real.cos_nat_mul_pi] at h2
    rw [cheb, cheb, h1, h2, one_mul]
  have hsum : ∑ n ∈ Finset.Ico 1 (2 * (m + 1)), (-1 : ℝ) ^ n = -1 := by
    induction m with
    | zero => norm_num [Finset.sum_Ico_succ_top]
    | succ m ih =>
      rw [show 2 * (m + 1 + 1) = 2 * (m + 1) + 1 + 1 by ring,
        Finset.sum_Ico_succ_top (by omega), Finset.sum_Ico_succ_top (by omega), ih,
        pow_succ]
      ring
  simp only [hT]
  rw [hsum]
  norm_num

end

end JacksonDamping
```

```lean
#print axioms JacksonDamping.kernel_nonneg
-- 'JacksonDamping.kernel_nonneg' depends on axioms: [propext, Classical.choice, Quot.sound]
#print axioms JacksonDamping.dampedDensity_nonneg
-- 'JacksonDamping.dampedDensity_nonneg' depends on axioms: [propext, Classical.choice, Quot.sound]
#print axioms JacksonDamping.undamped_kernel_negative
-- 'JacksonDamping.undamped_kernel_negative' depends on axioms: [propext, Classical.choice, Quot.sound]
```

## How the proof follows the calculation

`sine_autocorrelation` proves the telescoped sum by induction on $M$. Its local statement `step` is the product identity at $j=M+1$: the angles are rewritten as sums and differences of $q(M+1)$, $q(M+1+n)$ and $q$, the addition formulas expand them, and `ring` compares the results. The closing `linear_combination` adds `step` to the induction hypothesis.

In `autocorrelation_eq_factor`, `hq` records $q(N+1)=\pi$, `hs` records $\sin q\ne0$, and `hrefl` is the reflection at $2\pi$. The addition formula `hadd` then splits $\sin(q(1+n))$, and `key` cancels the common factor $\sin q$.

`fourier_intensity` writes the squared modulus as the square of a cosine sum plus the square of a sine sum. Instead of rearranging a double sum, it adds one site at a time:

- `hr` relabels the pairs containing the new site $N+1$, from the position $j$ of the partner to the distance $N+1-j$.
- `hF` separates these pairs from the old autocorrelations.
- `hcross` identifies them with the cross terms of the enlarged squares, by the formula for the cosine of a difference.

The new site's own contribution is $a_{N+1}^2$, by $\sin^2+\cos^2=1$. The outer sum here runs up to $n=N$, where the inner sum is empty.

`cosine_series_eq_intensity` inserts the sine amplitudes. Its statement `h0` treats $n=0$, while `hs` treats the other orders and uses `Finset.sum_subset` to account for the vanishing term $n=N$.

In `kernel_nonneg`, the angles are `Real.arccos x` and `Real.arccos y`. The statement `hT` turns Chebyshev polynomials into cosines, which is where $x,y\in[-1,1]$ is needed. `pos` is $S(t)\ge0$, and `hsum` is the product formula summed over $n$. Applying `pos` at the sum and the difference of the angles leaves a linear inequality for `linarith`.

`dampedDensity_nonneg` first proves `e`, the smearing formula for $\rho_N$, by exchanging the sums over levels and orders. What remains is a sum of products of nonnegative numbers. Finally, `undamped_kernel_negative` evaluates the polynomials at the angles $0$ and $\pi$, and sums the alternating signs by induction on $m$, two terms at a time.
